# Ions on a ring of N ≥ 3 sites with neighbour repulsion J ≥ 0: the least energy for n ≤ N ions is J·max(0, 2n − N)

To get a zero-temperature voltage curve from a lattice-gas model, I subtract the ground energies for successive ion numbers. My test case is a ring where each pair of neighbouring ions costs J > 0. I expected insertion to become gradually more expensive as the ring fills. Enumeration gives 0, 0, 0, 2J, 2J, 2J for six sites, and a single J in between for seven. Where did the gradual rise go?

## Above half filling, each new ion fills an isolated vacancy

An isolated vacancy has two occupied neighbours, so filling it costs 2J however full the ring is. Below half filling, the ions can avoid each other altogether.

To derive this, let xᵢ be 1 if site i is occupied and 0 if it is vacant. Every bond satisfies

xᵢxᵢ₊₁ + 1 = xᵢ + xᵢ₊₁ + (1 − xᵢ)(1 − xᵢ₊₁).

Let P be the number of adjacent ion pairs and V the number of adjacent vacancy pairs. Each site belongs to two bonds, so summing over the N bonds gives

P + N = 2n + V.

Since V ≥ 0 and P ≥ 0, it follows that P ≥ max(0, 2n − N). If 2n ≤ N, ions on sites 0, 2, …, 2(n − 1) have P = 0. If 2n ≥ N, placing the N − n vacancies in the same way gives V = 0 and P = 2n − N. The bound is therefore attained, and the ground energy is

E(n) = J·max(0, 2n − N).

For N = 2m, the difference E(n+1) − E(n) is 0 when n < m. When n ≥ m it is

J(2n + 2 − N) − J(2n − N) = 2J.

For N = 2m + 1, it is again 0 when n < m and 2J when n > m, but at n = m it is

E(m+1) − E(m) = J(2m + 2 − N) − 0 = J.

Here m isolated ions leave exactly one pair of adjacent vacancies, and an ion placed in that pair gains only one occupied neighbour.

In the Lean file, sites are elements of `ZMod N`, whose addition closes the ring, and a configuration is the finite set `S` of occupied sites; `Sᶜ` holds the vacancies. `adjacentPairs` collects unordered pairs, which is why N ≥ 3 is required: at N = 2 both bonds are the same pair, and the full ring would cost J instead of 2J. The constant `J` stands for a screened repulsion that is cut off after the nearest neighbour.

`groundEnergy` is defined as an infimum, and `isLeast_energy` shows that some configuration attains it. `insertionEnergy_even` and `insertionEnergy_odd` give the differences above. For even N and J > 0, `single_step_iff` says that the insertion energy changes between n and n + 1 exactly when n + 1 = m. For J > 0 at or above half filling, `ground_state_iff` identifies the ground states as the configurations without adjacent vacancies.

```lean
import Mathlib

open Finset

namespace RepulsiveIonsOnRing

/-- The unordered pairs of neighbouring sites `i`, `i + 1` of the ring that are both occupied
in the configuration `S`. -/
def adjacentPairs {N : ℕ} (S : Finset (ZMod N)) : Finset (Sym2 (ZMod N)) :=
  (S.filter (fun i => i + 1 ∈ S)).image (fun i => s(i, i + 1))

/-- The energy of a configuration: `J` for each adjacent occupied pair. -/
noncomputable def energy {N : ℕ} (J : ℝ) (S : Finset (ZMod N)) : ℝ :=
  J * ((adjacentPairs S).card : ℝ)

/-- The ground energy of `n` ions on `N` sites: the infimum of the energy over all
configurations with `n` occupied sites, for `n ≤ N`. -/
noncomputable def groundEnergy (N : ℕ) (J : ℝ) (n : ℕ) : ℝ :=
  sInf (energy J '' {S : Finset (ZMod N) | S.card = n})

/-- The insertion energy: the change in ground energy when one ion is added to `n` ions,
for `n < N`. -/
noncomputable def insertionEnergy (N : ℕ) (J : ℝ) (n : ℕ) : ℝ :=
  groundEnergy N J (n + 1) - groundEnergy N J n

/-- On a ring of at least three sites, the adjacent occupied pairs are counted by the occupied
sites whose next site is occupied too. -/
theorem card_adjacentPairs {N : ℕ} (hN : 3 ≤ N) (S : Finset (ZMod N)) :
    (adjacentPairs S).card = (S.filter (fun i => i + 1 ∈ S)).card := by
  apply Finset.card_image_of_injective
  intro i j h
  have h' : s(i, i + 1) = s(j, j + 1) := h
  rcases Sym2.eq_iff.mp h' with ⟨h1, _⟩ | ⟨h1, h2⟩
  · exact h1
  · -- a bond traversed both ways would force 2 = 0 on the ring
    exfalso
    have h3 : ((2 : ℕ) : ZMod N) = 0 := by
      push_cast
      linear_combination h2 - h1
    have h4 := Nat.le_of_dvd (by norm_num) ((CharP.cast_eq_zero_iff (ZMod N) N 2).mp h3)
    omega

/-- Particle-hole identity: on a ring of `N ≥ 3` sites, the number of adjacent ion pairs plus `N`
equals twice the number of ions plus the number of adjacent vacancy pairs. -/
theorem particle_hole {N : ℕ} [NeZero N] (hN : 3 ≤ N) (S : Finset (ZMod N)) :
    (adjacentPairs S).card + N = 2 * S.card + (adjacentPairs Sᶜ).card := by
  rw [card_adjacentPairs hN, card_adjacentPairs hN]
  have hp : ∀ T : Finset (ZMod N), (T.filter (fun i => i + 1 ∈ T)).card
      = ∑ i : ZMod N, (if i ∈ T ∧ i + 1 ∈ T then 1 else 0 : ℕ) := by
    intro T
    have hT : T.filter (fun i => i + 1 ∈ T)
        = Finset.univ.filter (fun i => i ∈ T ∧ i + 1 ∈ T) := by
      ext i
      simp
    rw [hT, Finset.card_filter]
  have hs : S.card = ∑ i : ZMod N, (if i ∈ S then 1 else 0 : ℕ) := by simp
  -- translation by one site does not change the number of ions
  have hs' : S.card = ∑ i : ZMod N, (if i + 1 ∈ S then 1 else 0 : ℕ) := by
    rw [hs]
    exact (Equiv.sum_comp (Equiv.addRight (1 : ZMod N))
      (fun i => (if i ∈ S then 1 else 0 : ℕ))).symm
  have hc : N = ∑ _i : ZMod N, (1 : ℕ) := by simp [ZMod.card]
  -- the identity holds bond by bond
  have key : ∑ i : ZMod N, ((if i ∈ S ∧ i + 1 ∈ S then 1 else 0 : ℕ) + 1)
      = ∑ i : ZMod N, ((if i ∈ S then 1 else 0 : ℕ) + (if i + 1 ∈ S then 1 else 0 : ℕ)
        + (if i ∈ Sᶜ ∧ i + 1 ∈ Sᶜ then 1 else 0 : ℕ)) := by
    apply Finset.sum_congr rfl
    intro i _
    by_cases h1 : i ∈ S <;> by_cases h2 : i + 1 ∈ S <;> simp [h1, h2]
  rw [Finset.sum_add_distrib, Finset.sum_add_distrib, Finset.sum_add_distrib,
    ← hp S, ← hp Sᶜ, ← hs, ← hs', ← hc] at key
  omega

/-- Up to half filling, `n` ions can be placed on the ring with no two of them adjacent. -/
theorem exists_isolated {N n : ℕ} (h : 2 * n ≤ N) :
    ∃ S : Finset (ZMod N), S.card = n ∧ adjacentPairs S = ∅ := by
  have inj : ∀ a b : ℕ, a < N → b < N → (a : ZMod N) = (b : ZMod N) → a = b := by
    intro a b ha hb hab
    have hv := congrArg ZMod.val hab
    rwa [ZMod.val_natCast_of_lt ha, ZMod.val_natCast_of_lt hb] at hv
  -- occupy every second site: 0, 2, ..., 2(n-1)
  refine ⟨(Finset.range n).image (fun k => ((2 * k : ℕ) : ZMod N)), ?_, ?_⟩
  · rw [Finset.card_image_of_injOn, Finset.card_range]
    intro a ha b hb hab
    have ha' : a < n := by simpa using ha
    have hb' : b < n := by simpa using hb
    have := inj (2 * a) (2 * b) (by omega) (by omega) hab
    omega
  · rw [adjacentPairs, Finset.image_eq_empty, Finset.filter_eq_empty_iff]
    intro i hi hi'
    obtain ⟨a, ha, rfl⟩ := Finset.mem_image.mp hi
    obtain ⟨b, hb, hab⟩ := Finset.mem_image.mp hi'
    rw [Finset.mem_range] at ha hb
    have := inj (2 * b) (2 * a + 1) (by omega) (by omega) (by
      push_cast at hab ⊢
      exact hab)
    omega

/-- For `n ≤ N` ions on a ring of `N ≥ 3` sites with `J ≥ 0`, the least energy is
`J max(0, 2n - N)`, and some configuration attains it. -/
theorem isLeast_energy {N n : ℕ} [NeZero N] {J : ℝ} (hN : 3 ≤ N) (hJ : 0 ≤ J) (hn : n ≤ N) :
    IsLeast (energy J '' {S : Finset (ZMod N) | S.card = n})
      (J * max 0 (2 * (n : ℝ) - N)) := by
  constructor
  · rcases le_total (2 * n) N with h | h
    · -- isolated ions
      obtain ⟨S, hS, h0⟩ := exists_isolated h
      have h' : 2 * (n : ℝ) ≤ N := by exact_mod_cast h
      refine ⟨S, hS, ?_⟩
      rw [energy, h0, max_eq_left (by linarith)]
      simp
    · -- isolated vacancies
      obtain ⟨V, hV, h0⟩ := exists_isolated (N := N) (n := N - n) (by omega)
      have h' : (N : ℝ) ≤ 2 * n := by exact_mod_cast h
      have hc : Vᶜ.card = n := by
        rw [Finset.card_compl, ZMod.card, hV]
        omega
      have hp := particle_hole hN Vᶜ
      rw [compl_compl, h0, Finset.card_empty, hc, add_zero] at hp
      have hp' : ((adjacentPairs Vᶜ).card : ℝ) + N = 2 * n := by exact_mod_cast hp
      refine ⟨Vᶜ, hc, ?_⟩
      rw [energy, max_eq_right (by linarith)]
      linear_combination J * hp'
  · rintro _ ⟨S, hS, rfl⟩
    have hS' : S.card = n := hS
    have hp := particle_hole hN S
    have h2 : 2 * n ≤ (adjacentPairs S).card + N := by omega
    have h3 : 2 * (n : ℝ) ≤ ((adjacentPairs S).card : ℝ) + N := by exact_mod_cast h2
    rw [energy]
    exact mul_le_mul_of_nonneg_left (max_le (Nat.cast_nonneg _) (by linarith)) hJ

/-- The ground energy of `n ≤ N` ions on `N ≥ 3` sites with `J ≥ 0` is `J max(0, 2n - N)`. -/
theorem groundEnergy_eq {N n : ℕ} [NeZero N] {J : ℝ} (hN : 3 ≤ N) (hJ : 0 ≤ J) (hn : n ≤ N) :
    groundEnergy N J n = J * max 0 (2 * (n : ℝ) - N) :=
  (isLeast_energy hN hJ hn).csInf_eq

/-- On an even ring of `N = 2m ≥ 3` sites with `J ≥ 0`, adding an ion to `n < N` ions costs
nothing below half filling and `2J` from half filling on. -/
theorem insertionEnergy_even {N m n : ℕ} [NeZero N] {J : ℝ} (hN : 3 ≤ N) (hm : N = 2 * m)
    (hJ : 0 ≤ J) (hn : n < N) :
    insertionEnergy N J n = if n < m then 0 else 2 * J := by
  have hm' : (N : ℝ) = 2 * m := by exact_mod_cast hm
  rw [insertionEnergy, groundEnergy_eq hN hJ (Nat.succ_le_of_lt hn), groundEnergy_eq hN hJ hn.le]
  push_cast
  split_ifs with h
  · have h' : (n : ℝ) + 1 ≤ m := by exact_mod_cast h
    rw [max_eq_left (by linarith), max_eq_left (by linarith)]
    ring
  · have h' : (m : ℝ) ≤ n := by exact_mod_cast not_lt.mp h
    rw [max_eq_right (by linarith), max_eq_right (by linarith)]
    ring

/-- On an even ring of `N = 2m ≥ 3` sites with `J > 0`, the insertion energy changes between
`n` and `n + 1` ions, where `n + 2 ≤ N`, exactly when `n + 1` is half filling. -/
theorem single_step_iff {N m n : ℕ} [NeZero N] {J : ℝ} (hN : 3 ≤ N) (hm : N = 2 * m)
    (hJ : 0 < J) (hn : n + 2 ≤ N) :
    insertionEnergy N J (n + 1) ≠ insertionEnergy N J n ↔ n + 1 = m := by
  rw [insertionEnergy_even hN hm hJ.le (show n + 1 < N by omega),
    insertionEnergy_even hN hm hJ.le (show n < N by omega)]
  constructor
  · intro h
    by_contra hne
    apply h
    by_cases hlt : n + 1 < m
    · rw [if_pos hlt, if_pos (show n < m by omega)]
    · rw [if_neg hlt, if_neg (show ¬ n < m by omega)]
  · intro h
    rw [if_neg (show ¬ n + 1 < m by omega), if_pos (show n < m by omega)]
    positivity

/-- On an odd ring of `N = 2m + 1 ≥ 3` sites with `J ≥ 0`, adding an ion to `n < N` ions costs
`0` for `n < m`, `J` for `n = m` and `2J` for `n > m`. -/
theorem insertionEnergy_odd {N m n : ℕ} [NeZero N] {J : ℝ} (hN : 3 ≤ N) (hm : N = 2 * m + 1)
    (hJ : 0 ≤ J) (hn : n < N) :
    insertionEnergy N J n = if n < m then 0 else if n = m then J else 2 * J := by
  have hm' : (N : ℝ) = 2 * m + 1 := by exact_mod_cast hm
  rw [insertionEnergy, groundEnergy_eq hN hJ (Nat.succ_le_of_lt hn), groundEnergy_eq hN hJ hn.le]
  push_cast
  split_ifs with h h1
  · have h' : (n : ℝ) + 1 ≤ m := by exact_mod_cast h
    rw [max_eq_left (by linarith), max_eq_left (by linarith)]
    ring
  · have h' : (n : ℝ) = m := by exact_mod_cast h1
    have e1 : max 0 (2 * ((n : ℝ) + 1) - N) = 1 := by
      rw [max_eq_right (by linarith)]
      linarith
    have e2 : max 0 (2 * (n : ℝ) - N) = 0 := max_eq_left (by linarith)
    rw [e1, e2]
    ring
  · have h2 : m + 1 ≤ n := by omega
    have h' : (m : ℝ) + 1 ≤ n := by exact_mod_cast h2
    rw [max_eq_right (by linarith), max_eq_right (by linarith)]
    ring

/-- At or above half filling of a ring of `N ≥ 3` sites with `J > 0`, a configuration has the
ground energy for its number of ions exactly when no two vacancies are adjacent. -/
theorem ground_state_iff {N : ℕ} [NeZero N] {J : ℝ} (hN : 3 ≤ N) (hJ : 0 < J)
    (S : Finset (ZMod N)) (hS : N ≤ 2 * S.card) :
    energy J S = groundEnergy N J S.card ↔ adjacentPairs Sᶜ = ∅ := by
  have hcard : S.card ≤ N := by
    have h := Finset.card_le_univ S
    rwa [ZMod.card] at h
  have hS' : (N : ℝ) ≤ 2 * (S.card : ℝ) := by exact_mod_cast hS
  have hp : ((adjacentPairs S).card : ℝ) + N
      = 2 * (S.card : ℝ) + ((adjacentPairs Sᶜ).card : ℝ) := by
    exact_mod_cast particle_hole hN S
  rw [groundEnergy_eq hN hJ.le hcard, energy, max_eq_right (by linarith),
    mul_right_inj' hJ.ne', ← Finset.card_eq_zero]
  constructor
  · intro h
    have h0 : ((adjacentPairs Sᶜ).card : ℝ) = 0 := by linarith
    exact_mod_cast h0
  · intro h
    have h0 : ((adjacentPairs Sᶜ).card : ℝ) = 0 := by exact_mod_cast h
    linarith

end RepulsiveIonsOnRing
```

```lean
#print axioms RepulsiveIonsOnRing.isLeast_energy
-- 'RepulsiveIonsOnRing.isLeast_energy' depends on axioms: [propext, Classical.choice, Quot.sound]
#print axioms RepulsiveIonsOnRing.single_step_iff
-- 'RepulsiveIonsOnRing.single_step_iff' depends on axioms: [propext, Classical.choice, Quot.sound]
#print axioms RepulsiveIonsOnRing.insertionEnergy_odd
-- 'RepulsiveIonsOnRing.insertionEnergy_odd' depends on axioms: [propext, Classical.choice, Quot.sound]
#print axioms RepulsiveIonsOnRing.ground_state_iff
-- 'RepulsiveIonsOnRing.ground_state_iff' depends on axioms: [propext, Classical.choice, Quot.sound]
```

`card_adjacentPairs` counts each pair by its first site. If two different sites gave the same pair, 2 would equal 0 on the ring, so N would divide 2. `particle_hole` proves the bond identity by `by_cases` on the two occupations and then sums it. `exists_isolated` builds the alternating arrangement; `omega` rules out neighbours because an even number would have to equal an odd one.

`isLeast_energy` combines these, using isolated ions up to half filling and the complement of isolated vacancies above it. The insertion theorems evaluate the maximum case by case. `ground_state_iff` cancels J and reads V = 0 from the identity.

The device that brings in the ring geometry is `Equiv.sum_comp`: a sum over a finite type is unchanged when its terms are relabelled by a bijection. Here the bijection is `Equiv.addRight 1`, the shift i ↦ i + 1, so the sum of xᵢ₊₁ is again n. On an open chain this shift would run off the end and leave a boundary term.

For your voltage curve, the result gives a reference for lattice-gas code, restricted to a finite classical ring with nearest-neighbour repulsion only. Converting `insertionEnergy` to an electrode voltage is a separate physical step. It needs the site energy and a reference electrode, and the sign reverses: for positive ions, a costlier insertion means a lower voltage. Above zero temperature, entropy matters as well.
